# A finite sine sum over distinct positive radii does not decay at large q unless all its coefficients vanish

Plane-wave calculations often use the form factor of a spherical, short-ranged atomic potential \(V(r)\) at many wave numbers \(q\). One way to compute it numerically is to tabulate \(f(r)=rV(r)\) on a radial mesh, multiply by integration weights \(w_j\), and for each \(q>0\) sum \(w_j f(r_j)\sin(qr_j)\). Dividing by \(q\) and multiplying by a constant then gives an approximation to the form factor. The results below concern the sum before that division, on a fixed finite mesh and in exact arithmetic. The sum is bounded in \(q\), so the computed form factor still tends to zero after the division.

The nodes are labelled by a finite index type `ι`.

In Lean 4 with Mathlib:

```lean
import Mathlib

open Filter Topology MeasureTheory Set

namespace QuadratureFormFactor

noncomputable section

variable {ι : Type*} [Fintype ι]
```

With real coefficients \(a_j\), in practice \(a_j=w_jf(r_j)\), the quadrature gives
\[
Q(q)=\sum_j a_j\sin(qr_j).
\]

```lean
/-- The quadrature sine sum `Q(q) = ∑ a_j sin(q r_j)` with nodes `r_j` and coefficients `a_j`. -/
def sineSum (r a : ι → ℝ) (q : ℝ) : ℝ := ∑ j, a j * Real.sin (q * r j)
```

Its size at large \(q\) is measured by the mean of \(Q^2\) over a long window \([0,T]\), where the mean of a function \(g\) is \(M_T[g]=\frac1T\int_0^T g(q)\,dq\).

```lean
/-- The mean of `g` over the window `[0, T]`. -/
def runningMean (g : ℝ → ℝ) (T : ℝ) : ℝ := (∫ q in (0 : ℝ)..T, g q) / T
```

The integral that the sum approximates is \(S(q)=\int_0^\infty f(r)\sin(qr)\,dr\).

```lean
/-- The exact radial sine transform, the integral of `f(r) sin(q r)` over `r > 0`. -/
def sineTransform (f : ℝ → ℝ) (q : ℝ) : ℝ := ∫ x in Ioi (0 : ℝ), f x * Real.sin (q * x)
```

A common choice of nodes is the logarithmic mesh \(r_j=r_0e^{jh}\), with \(j=0,\dots,n-1\).

```lean
/-- The logarithmic mesh `r_j = r₀ exp(j h)` with `n` points. -/
def logMesh (r₀ h : ℝ) (n : ℕ) (j : Fin n) : ℝ := r₀ * Real.exp (((j : ℕ) : ℝ) * h)
```

## The mean square of the sum

For \(k\neq0\), integration gives
\[
\left|M_T[\cos(kq)]\right|=\left|\frac{\sin(kT)}{kT}\right|\le\frac{1}{|k|T}\to0 .
\]
The proof obtains the integral from its antiderivative and squeezes the mean with this bound. In the code, `Tendsto … atTop (𝓝 0)` says that the limit is zero as the argument grows.

```lean
/-- A cosine of nonzero frequency has vanishing mean over long windows. -/
theorem tendsto_mean_cos {k : ℝ} (hk : k ≠ 0) :
    Tendsto (runningMean fun q => Real.cos (q * k)) atTop (𝓝 0) := by
  have h : ∀ T : ℝ, ∫ q in (0 : ℝ)..T, Real.cos (q * k) = Real.sin (T * k) / k := by
    intro T
    have hd : ∀ x ∈ uIcc 0 T,
        HasDerivAt (fun q : ℝ => Real.sin (q * k) / k) (Real.cos (x * k)) x := by
      intro x _
      have h1 : HasDerivAt (fun q : ℝ => q * k) k x := hasDerivAt_mul_const k
      exact (h1.sin.div_const k).congr_deriv (mul_div_cancel_right₀ _ hk)
    have hi : IntervalIntegrable (fun q : ℝ => Real.cos (q * k)) volume 0 T :=
      Continuous.intervalIntegrable (by fun_prop) _ _
    rw [intervalIntegral.integral_eq_sub_of_hasDerivAt hd hi]
    simp
  -- the integral stays bounded while the window grows
  have hb : Tendsto (fun T : ℝ => 1 / |k| / T) atTop (𝓝 0) :=
    tendsto_const_nhds.div_atTop tendsto_id
  refine squeeze_zero_norm' ?_ hb
  filter_upwards [eventually_gt_atTop (0 : ℝ)] with T hT
  have hs := Real.abs_sin_le_one (T * k)
  rw [runningMean, h, Real.norm_eq_abs, abs_div, abs_div, abs_of_pos hT]
  gcongr
```

For radii \(r,s>0\),
\[
\sin(qr)\sin(qs)=\tfrac12\left[\cos q(r-s)-\cos q(r+s)\right].
\]
The second cosine averages to zero because \(r+s>0\). The first averages to zero if \(r\neq s\) and equals 1 if \(r=s\). The mean of the product therefore tends to \(\tfrac12\) for equal radii and to 0 otherwise.

```lean
/-- For positive radii `r` and `s`, the mean of `sin(q r) sin(q s)` over long windows tends to
one half if `r = s` and to zero otherwise. -/
theorem tendsto_mean_sin_mul_sin {r s : ℝ} (hr : 0 < r) (hs : 0 < s) :
    Tendsto (runningMean fun q => Real.sin (q * r) * Real.sin (q * s)) atTop
      (𝓝 (if r = s then 1 / 2 else 0)) := by
  have hsplit : (runningMean fun q => Real.sin (q * r) * Real.sin (q * s)) =
      fun T => (runningMean (fun q => Real.cos (q * (r - s))) T
        - runningMean (fun q => Real.cos (q * (r + s))) T) / 2 := by
    funext T
    have e : ∀ q : ℝ, Real.sin (q * r) * Real.sin (q * s) =
        (Real.cos (q * (r - s)) - Real.cos (q * (r + s))) / 2 := by
      intro q
      rw [mul_sub, mul_add, Real.cos_sub, Real.cos_add]
      ring
    have hi : ∀ k : ℝ, IntervalIntegrable (fun q : ℝ => Real.cos (q * k)) volume 0 T :=
      fun k => Continuous.intervalIntegrable (by fun_prop) _ _
    simp only [runningMean, e]
    rw [intervalIntegral.integral_div, intervalIntegral.integral_sub (hi (r - s)) (hi (r + s))]
    ring
  have h1 : Tendsto (runningMean fun q => Real.cos (q * (r - s))) atTop
      (𝓝 (if r = s then 1 else 0)) := by
    split_ifs with h
    · subst h
      refine tendsto_const_nhds.congr' ?_
      filter_upwards [eventually_gt_atTop (0 : ℝ)] with T hT
      simp [runningMean, hT.ne']
    · exact tendsto_mean_cos (sub_ne_zero.mpr h)
  have h3 := (h1.sub (tendsto_mean_cos (add_pos hr hs).ne')).div_const 2
  have e : ((if r = s then (1 : ℝ) else 0) - 0) / 2 = if r = s then 1 / 2 else 0 := by
    split_ifs <;> norm_num
  rw [e] at h3
  rw [hsplit]
  exact h3
```

Expanding the square and averaging each of the finitely many pairs gives
\[
M_T[Q^2]=\sum_{i,j}a_ia_j\,M_T[\sin(qr_i)\sin(qr_j)]\;\longrightarrow\;\frac12\sum_j a_j^2 .
\]
Only the diagonal survives, since the nodes are distinct; this is the hypothesis `Function.Injective r`. In the proof, `hexp` is the expansion and `hval` evaluates the limiting double sum.

```lean
/-- For distinct positive nodes, the mean of `Q(q)²` over `[0, T]` tends to half the sum of the
squared coefficients. -/
theorem tendsto_mean_sq_sineSum {r a : ι → ℝ} (hr : ∀ j, 0 < r j)
    (hinj : Function.Injective r) :
    Tendsto (runningMean fun q => sineSum r a q ^ 2) atTop (𝓝 ((∑ j, a j ^ 2) / 2)) := by
  -- expand the square into pairs of nodes
  have hexp : (runningMean fun q => sineSum r a q ^ 2) = fun T => ∑ i, ∑ j,
      a i * a j * runningMean (fun q => Real.sin (q * r i) * Real.sin (q * r j)) T := by
    funext T
    have e : ∀ q, sineSum r a q ^ 2 =
        ∑ i, ∑ j, a i * a j * (Real.sin (q * r i) * Real.sin (q * r j)) := by
      intro q
      rw [sineSum, sq, Finset.sum_mul_sum]
      exact Finset.sum_congr rfl fun i _ => Finset.sum_congr rfl fun j _ => by ring
    have hJ : ∀ i j, IntervalIntegrable
        (fun q : ℝ => a i * a j * (Real.sin (q * r i) * Real.sin (q * r j))) volume 0 T :=
      fun i j => Continuous.intervalIntegrable (by fun_prop) _ _
    have hI : ∀ i, IntervalIntegrable
        (fun q : ℝ => ∑ j, a i * a j * (Real.sin (q * r i) * Real.sin (q * r j))) volume 0 T :=
      fun i => Continuous.intervalIntegrable (by fun_prop) _ _
    simp only [runningMean, e]
    rw [intervalIntegral.integral_finsetSum (fun i _ => hI i), Finset.sum_div]
    refine Finset.sum_congr rfl fun i _ => ?_
    rw [intervalIntegral.integral_finsetSum (fun j _ => hJ i j), Finset.sum_div]
    refine Finset.sum_congr rfl fun j _ => ?_
    rw [intervalIntegral.integral_const_mul, mul_div_assoc]
  -- only the diagonal pairs survive
  have hval : ∑ i, ∑ j, a i * a j * (if r i = r j then (1 / 2 : ℝ) else 0) =
      (∑ j, a j ^ 2) / 2 := by
    rw [Finset.sum_div]
    refine Finset.sum_congr rfl fun i _ => ?_
    rw [Finset.sum_eq_single i]
    · rw [if_pos rfl]
      ring
    · intro j _ hj
      rw [if_neg (fun h => hj (hinj h).symm), mul_zero]
    · simp
  rw [hexp, ← hval]
  exact tendsto_finsetSum _ fun i _ => tendsto_finsetSum _ fun j _ =>
    (tendsto_mean_sin_mul_sin (hr i) (hr j)).const_mul (a i * a j)
```

## Returns at arbitrarily large q

Let \(A=\sqrt{\sum_j a_j^2/2}\) and \(c<A\). Suppose that \(|Q(q)|\le c\) for all \(q\ge q_0\). Then \(c\ge0\), and for positive \(T\ge q_0\)
\[
M_T[Q^2]\le\frac1T\left(\int_0^{q_0}Q^2\,dq-c^2q_0\right)+c^2 .
\]
As \(T\to\infty\) this gives \(A^2\le c^2\), a contradiction. Hence \(|Q|>c\) at arbitrarily large \(q\), which is the meaning of `∃ᶠ q in atTop`. The theorem does not say where these values of \(q\) lie.

```lean
/-- For distinct positive nodes, the sine sum exceeds in magnitude, at arbitrarily large `q`, any
given number below `√(∑ a_j² / 2)`. -/
theorem frequently_lt_abs_sineSum {r a : ι → ℝ} (hr : ∀ j, 0 < r j)
    (hinj : Function.Injective r) {c : ℝ} (hc : c < √((∑ j, a j ^ 2) / 2)) :
    ∃ᶠ q in atTop, c < |sineSum r a q| := by
  by_contra hn
  rw [not_frequently] at hn
  obtain ⟨q0, h0⟩ := eventually_atTop.mp hn
  have hc0 : 0 ≤ c := (abs_nonneg _).trans (not_lt.mp (h0 q0 le_rfl))
  have hsq : ∀ q, q0 ≤ q → sineSum r a q ^ 2 ≤ c ^ 2 := by
    intro q hq
    rw [← sq_abs (sineSum r a q)]
    exact pow_le_pow_left₀ (abs_nonneg _) (not_lt.mp (h0 q hq)) 2
  have hint : ∀ u v, IntervalIntegrable (fun q => sineSum r a q ^ 2) volume u v :=
    fun u v => Continuous.intervalIntegrable (by unfold sineSum; fun_prop) _ _
  -- a bounded tail bounds the mean square by `c²` up to a term of order `1/T`
  have hev : ∀ᶠ T in atTop, runningMean (fun q => sineSum r a q ^ 2) T ≤
      ((∫ q in (0 : ℝ)..q0, sineSum r a q ^ 2) - c ^ 2 * q0) / T + c ^ 2 := by
    filter_upwards [eventually_ge_atTop q0, eventually_gt_atTop (0 : ℝ)] with T hT hT0
    have h1 := intervalIntegral.integral_add_adjacent_intervals (hint 0 q0) (hint q0 T)
    have hcst : IntervalIntegrable (fun _ : ℝ => c ^ 2) volume q0 T :=
      continuous_const.intervalIntegrable _ _
    have h2 := intervalIntegral.integral_mono_on hT (hint q0 T) hcst (fun q hq => hsq q hq.1)
    rw [intervalIntegral.integral_const, smul_eq_mul] at h2
    rw [runningMean, div_le_iff₀ hT0, add_mul, div_mul_cancel₀ _ hT0.ne']
    linarith
  have hlim : Tendsto (fun T : ℝ =>
      ((∫ q in (0 : ℝ)..q0, sineSum r a q ^ 2) - c ^ 2 * q0) / T + c ^ 2) atTop
      (𝓝 (0 + c ^ 2)) :=
    (tendsto_const_nhds.div_atTop tendsto_id).add tendsto_const_nhds
  have hfin := le_of_tendsto_of_tendsto (tendsto_mean_sq_sineSum hr hinj) hlim hev
  exact absurd (Real.sqrt_le_iff.mpr ⟨hc0, by linarith⟩) (not_le_of_gt hc)
```

If some \(a_j\neq0\), then \(A>0\), and \(|Q|\) keeps returning above any \(d\) with \(0<d<A\), so \(Q\) cannot tend to zero. If all \(a_j\) vanish, \(Q\) is identically zero.

```lean
/-- For distinct positive nodes, the sine sum tends to zero at large `q` exactly when all its
coefficients vanish. -/
theorem tendsto_sineSum_zero_iff {r a : ι → ℝ} (hr : ∀ j, 0 < r j)
    (hinj : Function.Injective r) :
    Tendsto (sineSum r a) atTop (𝓝 0) ↔ ∀ j, a j = 0 := by
  constructor
  · intro h j
    by_contra hj
    have hpos : 0 < ∑ i, a i ^ 2 :=
      Finset.sum_pos' (fun i _ => sq_nonneg _) ⟨j, Finset.mem_univ j, by positivity⟩
    obtain ⟨d, hd0, hd⟩ := exists_between (Real.sqrt_pos.mpr (half_pos hpos))
    have h2 := h.abs
    rw [abs_zero] at h2
    obtain ⟨q, hq1, hq2⟩ := ((frequently_lt_abs_sineSum hr hinj hd).and_eventually
      (h2.eventually_lt_const hd0)).exists
    exact lt_asymm hq1 hq2
  · intro h
    have e : sineSum r a = fun _ => 0 := by
      funext q
      simp [sineSum, h]
    rw [e]
    exact tendsto_const_nhds
```

## The exact transform and the quadrature error

The exact transform does decay when \(f\) is integrable on \(r>0\), written `IntegrableOn f (Ioi 0)`. Extend \(f\) by zero to a function \(g\) on the whole line. Then
\[
S(q)=-\operatorname{Im}\int_{-\infty}^{\infty}e^{-iqv}g(v)\,dv ,
\]
and the Riemann-Lebesgue lemma sends the integral to zero. Mathlib's Fourier kernel is \(e^{-2\pi ivw}\), so the proof sets \(w=q/2\pi\).

```lean
/-- The exact sine transform of an integrable radial function tends to zero at large `q`. -/
theorem tendsto_sineTransform {f : ℝ → ℝ} (hf : IntegrableOn f (Ioi 0)) :
    Tendsto (sineTransform f) atTop (𝓝 0) := by
  let g : ℝ → ℂ := (Ioi (0 : ℝ)).indicator fun x => (f x : ℂ)
  have hg : Integrable g :=
    (integrable_indicator_iff measurableSet_Ioi).mpr (Complex.ofRealCLM.integrable_comp hf)
  have hw : Tendsto (fun q : ℝ => q / (2 * Real.pi)) atTop (cocompact ℝ) :=
    (tendsto_id.atTop_div_const (by positivity)).mono_right atTop_le_cocompact
  -- the Riemann-Lebesgue lemma in angular frequency
  have h1 : Tendsto (fun q : ℝ => ∫ v : ℝ,
      Complex.exp (((-(v * q) : ℝ) : ℂ) * Complex.I) * g v) atTop (𝓝 0) := by
    refine ((Real.tendsto_integral_exp_smul_cocompact g).comp hw).congr fun q => ?_
    refine integral_congr_ae (Eventually.of_forall fun v => ?_)
    change Real.fourierChar (-(v * (q / (2 * Real.pi)))) • g v =
      Complex.exp (((-(v * q) : ℝ) : ℂ) * Complex.I) * g v
    have e : 2 * Real.pi * (-(v * (q / (2 * Real.pi)))) = -(v * q) := by
      field_simp
    rw [Circle.smul_def, Real.fourierChar_apply, smul_eq_mul, e]
  have h2 := ((Complex.continuous_im.tendsto 0).comp h1).neg
  rw [Complex.zero_im, neg_zero] at h2
  refine h2.congr fun q => ?_
  have hi : Integrable (fun v : ℝ =>
      Complex.exp (((-(v * q) : ℝ) : ℂ) * Complex.I) * g v) :=
    hg.mono (AEStronglyMeasurable.mul (Continuous.aestronglyMeasurable (by fun_prop)) hg.1)
      (Eventually.of_forall fun v => by
        rw [norm_mul, Complex.norm_exp_ofReal_mul_I, one_mul])
  have h3 := Complex.imCLM.integral_comp_comm hi
  simp only [Complex.imCLM_apply] at h3
  simp only [Function.comp_apply]
  rw [← h3, ← integral_neg, sineTransform, ← integral_indicator measurableSet_Ioi]
  congr 1
  funext v
  by_cases hv : v ∈ Ioi (0 : ℝ)
  · simp only [g, indicator_of_mem hv]
    rw [Complex.im_mul_ofReal, Complex.exp_ofReal_mul_I_im, Real.sin_neg, mul_comm v q]
    ring
  · simp only [g, indicator_of_notMem hv, mul_zero, Complex.zero_im, neg_zero]
```

For \(c<A\), choose \(d\) with \(c<d<A\). Eventually \(|S(q)|<d-c\), while \(|Q(q)|>d\) at arbitrarily large \(q\). At such points
\[
|Q-S|\ge|Q|-|S|>d-(d-c)=c .
\]
This theorem leaves the \(a_j\) free and does not require them to come from \(f\).

```lean
/-- For distinct positive nodes, at arbitrarily large `q`, the difference between the sine sum and
the exact transform of an integrable `f` exceeds in magnitude any given number below `√(∑ a_j² /
2)`. -/
theorem frequently_lt_quadrature_error {r a : ι → ℝ} (hr : ∀ j, 0 < r j)
    (hinj : Function.Injective r) {f : ℝ → ℝ} (hf : IntegrableOn f (Ioi 0)) {c : ℝ}
    (hc : c < √((∑ j, a j ^ 2) / 2)) :
    ∃ᶠ q in atTop, c < |sineSum r a q - sineTransform f q| := by
  obtain ⟨d, hcd, hd⟩ := exists_between hc
  have h2 := (tendsto_sineTransform hf).abs
  rw [abs_zero] at h2
  refine ((frequently_lt_abs_sineSum hr hinj hd).and_eventually
    (h2.eventually_lt_const (sub_pos.mpr hcd))).mono fun q hq => ?_
  have h3 := abs_sub_abs_le_abs_sub (sineSum r a q) (sineTransform f q)
  linarith [hq.1, hq.2]
```

The last theorem sets \(a_j=w_jf(r_j)\) on the logarithmic mesh. The conditions \(r_0>0\) and \(h\neq0\) make the nodes positive and distinct, because the exponential is injective. The weights are arbitrary, so trapezoidal and Simpson rules are both included.

```lean
/-- On a logarithmic mesh with `r₀ > 0`, `h ≠ 0` and weights `w_j`, the error of the quadrature for
the sine transform of an integrable `f` exceeds, at arbitrarily large `q`, any given number below
`√(∑ (w_j f(r_j))² / 2)`. -/
theorem logMesh_quadrature_error {r₀ h : ℝ} (hr₀ : 0 < r₀) (hh : h ≠ 0) {n : ℕ}
    (w : Fin n → ℝ) {f : ℝ → ℝ} (hf : IntegrableOn f (Ioi 0)) {c : ℝ}
    (hc : c < √((∑ j, (w j * f (logMesh r₀ h n j)) ^ 2) / 2)) :
    ∃ᶠ q in atTop, c < |sineSum (logMesh r₀ h n) (fun j => w j * f (logMesh r₀ h n j)) q
      - sineTransform f q| := by
  refine frequently_lt_quadrature_error (fun j => mul_pos hr₀ (Real.exp_pos _)) ?_ hf hc
  intro i j hij
  have h1 := Real.exp_injective (mul_left_cancel₀ hr₀.ne' hij)
  have h2 : ((i : ℕ) : ℝ) = ((j : ℕ) : ℝ) := mul_right_cancel₀ hh h1
  exact Fin.ext (by exact_mod_cast h2)

end

end QuadratureFormFactor
```

```lean
#print axioms QuadratureFormFactor.tendsto_sineSum_zero_iff
-- 'QuadratureFormFactor.tendsto_sineSum_zero_iff' depends on axioms: [propext, Classical.choice, Quot.sound]
#print axioms QuadratureFormFactor.logMesh_quadrature_error
-- 'QuadratureFormFactor.logMesh_quadrature_error' depends on axioms: [propext, Classical.choice, Quot.sound]
```

If the quadrature rule is applied in the variable \(\ln r\), the weights on this mesh contain the factor \(hr_j\) from the spacing and the change of variable. For small \(h>0\), neighbouring nodes near radius \(r\) are about \(hr\) apart, so \(\sin(qr)\) is undersampled there once \(qhr\) exceeds \(\pi\). This rough estimate suggests where to test a form-factor table against a finer mesh.
